# Radius derivative of the first-order energy shift of a uniformly charged nucleus

Take an electron density with the constant value \(c\) throughout a nucleus of charge \(Z\) and radius \(R\). In atomic units, an electron at radius \(r<R\) has potential energy \(-Z/r\) if the nucleus is a point and \(-Z(3R^2-r^2)/(2R^3)\) if it is a uniformly charged sphere. The sphere binds less, and to first order the energy rises by

\[
\int_0^R 4\pi r^2 c\left(\frac Zr-\frac{Z(3R^2-r^2)}{2R^3}\right)dr
=4\pi Zc\left(\frac{R^2}{2}-\frac{R^2}{2}+\frac{R^2}{10}\right)=\frac{2\pi Zc}{5}R^2 .
\]

Enlarging the sphere moves the upper limit and changes the potential inside. The first effect contributes nothing to the derivative, because the two potentials agree at \(r=R\). The whole derivative, \(4\pi ZcR/5\), comes from the interior.

## Densities that vary inside the nucleus

Let \(\rho\) now be a continuous real function of the radius, the spherically averaged number density.

```lean
import Mathlib

open scoped Real Topology

namespace FiniteNucleusShift

noncomputable section
```

The bracket above is `potentialDefect Z R r`, meant for \(r\) inside the nucleus.

```lean
/-- Potential energy of an electron at radius `r` in the field of a uniformly charged sphere of
charge `Z` and radius `R`, minus that in the field of a point charge `Z`, for `r` inside. -/
def potentialDefect (Z R r : ℝ) : ℝ := Z / r - Z * (3 * R ^ 2 - r ^ 2) / (2 * R ^ 3)
```

Its integral against the density is the energy shift \(E(R)\). Here `ρ` is an argument separate from `R`, so the density stays fixed as the nucleus grows.

```lean
/-- First-order energy shift of the electron density `ρ` due to the finite nuclear radius `R`. -/
def energyShift (Z : ℝ) (ρ : ℝ → ℝ) (R : ℝ) : ℝ :=
  ∫ r in (0 : ℝ)..R, 4 * π * r ^ 2 * ρ r * potentialDefect Z R r
```

The effective density \(\rho_{\rm eff}(R)\) weights the interior by \(r^2(R^2-r^2)\).

```lean
/-- Effective electron density in the nucleus, with radial weight `r² (R² - r²)`. -/
def effDensity (ρ : ℝ → ℝ) (R : ℝ) : ℝ :=
  15 / (2 * R ^ 5) * ∫ r in (0 : ℝ)..R, r ^ 2 * (R ^ 2 - r ^ 2) * ρ r
```

The calculation runs through the moments \(M_k(R)=\int_0^R r^k\rho(r)\,dr\).

```lean
/-- Radial moment of order `k` of the density inside radius `R`. -/
def radialMoment (ρ : ℝ → ℝ) (k : ℕ) (R : ℝ) : ℝ := ∫ r in (0 : ℝ)..R, r ^ k * ρ r
```

In this first-order, fixed-density model, the parts below identify which average of the electron density sets the rate at which the energy changes with the nuclear radius. This rate enters the part of an isotope shift that comes from the change in nuclear size. Relaxation of the density is left out. Continuity also excludes the Dirac density of an \(s\) electron around a point nucleus, which diverges at the origin.

## (a) Growth of a moment

**Task.** Show that \(M_k'(R)=R^k\rho(R)\).

**Solution.** The quotient \((M_k(R+h)-M_k(R))/h\) is the mean of \(r^k\rho(r)\) between \(R\) and \(R+h\). By continuity it tends to the value at \(R\).

`HasDerivAt f f' x` says that `f` is differentiable at `x` with derivative `f'`. The proof applies the fundamental theorem of calculus to the continuous integrand `hc`.

```lean
/-- The radial moment grows with the radius at the rate `R ^ k * ρ R`. -/
theorem hasDerivAt_radialMoment {ρ : ℝ → ℝ} (hρ : Continuous ρ) (k : ℕ) (R : ℝ) :
    HasDerivAt (radialMoment ρ k) (R ^ k * ρ R) R := by
  have hc : Continuous (fun r : ℝ => r ^ k * ρ r) := (continuous_pow k).mul hρ
  exact intervalIntegral.integral_hasDerivAt_right (hc.intervalIntegrable _ _)
    (hc.stronglyMeasurableAtFilter _ _) hc.continuousAt
```

## (b) The shift in moments

**Task.** For \(R\neq0\), show that

\[
E(R)=4\pi Z\left(M_1-\frac{3}{2R}M_2+\frac{1}{2R^3}M_4\right).
\]

**Solution.** Multiply out the integrand,

\[
r^2\left(\frac Zr-\frac{3Z}{2R}+\frac{Zr^2}{2R^3}\right)=Z\left(r-\frac{3r^2}{2R}+\frac{r^4}{2R^3}\right),
\]

then multiply by \(4\pi\rho(r)\) and integrate term by term.

The step `h` is this identity. It treats \(r=0\) separately: Lean sets \(Z/0=0\), and the factor \(r^2\) makes that value irrelevant. Linearity of the integral does the rest.

```lean
/-- The energy shift expressed through the radial moments of order 1, 2 and 4. -/
theorem energyShift_eq_moments {ρ : ℝ → ℝ} (hρ : Continuous ρ) (Z : ℝ) {R : ℝ} (hR : R ≠ 0) :
    energyShift Z ρ R = 4 * π * Z * (radialMoment ρ 1 R - 3 / 2 * R⁻¹ * radialMoment ρ 2 R
      + 1 / 2 * R⁻¹ ^ 3 * radialMoment ρ 4 R) := by
  have h : ∀ r : ℝ, 4 * π * r ^ 2 * ρ r * potentialDefect Z R r =
      4 * π * Z * (r ^ 1 * ρ r - 3 / 2 * R⁻¹ * (r ^ 2 * ρ r)
        + 1 / 2 * R⁻¹ ^ 3 * (r ^ 4 * ρ r)) := by
    intro r
    unfold potentialDefect
    -- the Coulomb singularity at the origin is removed by the volume element
    by_cases hr : r = 0
    · subst hr
      simp
    · field_simp
      ring
  have h2 : energyShift Z ρ R = ∫ r in (0 : ℝ)..R,
      4 * π * Z * (r ^ 1 * ρ r - 3 / 2 * R⁻¹ * (r ^ 2 * ρ r)
        + 1 / 2 * R⁻¹ ^ 3 * (r ^ 4 * ρ r)) :=
    intervalIntegral.integral_congr (fun r _ => h r)
  rw [h2, intervalIntegral.integral_const_mul, intervalIntegral.integral_add,
    intervalIntegral.integral_sub, intervalIntegral.integral_const_mul,
    intervalIntegral.integral_const_mul]
  · rfl
  all_goals exact Continuous.intervalIntegrable (by fun_prop) _ _
```

## (c) The effective density in moments

**Task.** Show that

\[
\rho_{\rm eff}(R)=\frac{15}{2R^5}\left(R^2M_2-M_4\right).
\]

**Solution.** Expand \(r^2(R^2-r^2)\rho=R^2r^2\rho-r^4\rho\) and integrate; \(R^2\) is constant under the integral. The proof takes the same two steps.

```lean
/-- The effective density expressed through the radial moments of order 2 and 4. -/
theorem effDensity_eq_moments {ρ : ℝ → ℝ} (hρ : Continuous ρ) (R : ℝ) :
    effDensity ρ R =
      15 / (2 * R ^ 5) * (R ^ 2 * radialMoment ρ 2 R - radialMoment ρ 4 R) := by
  have h : (∫ r in (0 : ℝ)..R, r ^ 2 * (R ^ 2 - r ^ 2) * ρ r) =
      ∫ r in (0 : ℝ)..R, (R ^ 2 * (r ^ 2 * ρ r) - r ^ 4 * ρ r) :=
    intervalIntegral.integral_congr (fun r _ => by ring)
  unfold effDensity
  rw [h, intervalIntegral.integral_sub, intervalIntegral.integral_const_mul]
  · rfl
  all_goals exact Continuous.intervalIntegrable (by fun_prop) _ _
```

## (d) The radius derivative

**Task.** For \(R>0\), show that

\[
\frac{dE}{dR}=\frac{4\pi ZR}{5}\,\rho_{\rm eff}(R).
\]

**Solution.** Differentiate (b) by the product rule, using (a):

\[
\frac{E'(R)}{4\pi Z}=R\rho(R)\left(1-\frac32+\frac12\right)+\frac{3}{2R^2}M_2-\frac{3}{2R^4}M_4 .
\]

The surface terms cancel. By (c), what remains is

\[
\frac{3}{2R^4}(R^2M_2-M_4)=\frac{3}{2R^4}\cdot\frac{2R^5}{15}\rho_{\rm eff}=\frac R5\,\rho_{\rm eff}.
\]

A derivative depends on nearby radii too, so `hcong` first records that (b) holds throughout a neighbourhood of \(R\). The product rule is `hd`, and the closing `field_simp` and `ring` carry out the cancellation.

```lean
/-- The derivative of the energy shift with respect to the nuclear radius is `4 π Z R / 5` times
the effective density. -/
theorem hasDerivAt_energyShift {ρ : ℝ → ℝ} (hρ : Continuous ρ) (Z : ℝ) {R : ℝ} (hR : 0 < R) :
    HasDerivAt (energyShift Z ρ) (4 * π * Z * R / 5 * effDensity ρ R) R := by
  have hcong : energyShift Z ρ =ᶠ[𝓝 R] fun x => 4 * π * Z * (radialMoment ρ 1 x
      - 3 / 2 * x⁻¹ * radialMoment ρ 2 x + 1 / 2 * x⁻¹ ^ 3 * radialMoment ρ 4 x) := by
    filter_upwards [eventually_ne_nhds hR.ne'] with x hx
    exact energyShift_eq_moments hρ Z hx
  have hi : HasDerivAt (fun x : ℝ => x⁻¹) (-(R ^ 2)⁻¹) R := hasDerivAt_inv hR.ne'
  have h3 : HasDerivAt (fun x : ℝ => x⁻¹ ^ 3) (3 * R⁻¹ ^ 2 * (-(R ^ 2)⁻¹)) R :=
    (hi.fun_pow 3).congr_deriv (by norm_num)
  have hd := (((hasDerivAt_radialMoment hρ 1 R).fun_sub
    ((hi.const_mul (3 / 2)).fun_mul (hasDerivAt_radialMoment hρ 2 R))).fun_add
    ((h3.const_mul (1 / 2)).fun_mul (hasDerivAt_radialMoment hρ 4 R))).const_mul (4 * π * Z)
  -- the surface terms, proportional to `ρ R`, cancel
  refine (hd.congr_of_eventuallyEq hcong).congr_deriv ?_
  rw [effDensity_eq_moments hρ]
  field_simp
  ring
```

## (e) Moments of a parabolic density

**Task.** For \(\rho(r)=\rho_0-br^2\), with real constants \(\rho_0\) and \(b\), show that

\[
M_k(R)=\rho_0\frac{R^{k+1}}{k+1}-b\frac{R^{k+3}}{k+3}.
\]

**Solution.** Integrate \(\rho_0r^k-br^{k+2}\) from 0 to \(R\). Lean uses `integral_pow` for each power.

```lean
/-- Radial moments of the parabolic density `ρ0 - b r²`. -/
theorem radialMoment_parabolic (ρ0 b : ℝ) (k : ℕ) (R : ℝ) :
    radialMoment (fun r => ρ0 - b * r ^ 2) k R =
      ρ0 * (R ^ (k + 1) / (k + 1)) - b * (R ^ (k + 3) / (k + 3)) := by
  have h : radialMoment (fun r => ρ0 - b * r ^ 2) k R =
      ∫ r in (0 : ℝ)..R, (ρ0 * r ^ k - b * r ^ (k + 2)) :=
    intervalIntegral.integral_congr (fun r _ => by ring)
  have z1 : (0 : ℝ) ^ (k + 1) = 0 := by simp
  have z2 : (0 : ℝ) ^ (k + 2 + 1) = 0 := by simp
  rw [h, intervalIntegral.integral_sub, intervalIntegral.integral_const_mul,
    intervalIntegral.integral_const_mul, integral_pow, integral_pow, z1, z2]
  · push_cast
    ring
  all_goals exact Continuous.intervalIntegrable (by fun_prop) _ _
```

## (f) Parabolic density in closed form

**Task.** For the same density and \(R>0\), show that

\[
\rho_{\rm eff}=\rho_0-\frac{3bR^2}{7},\qquad
E=\frac{2\pi Z}{5}\left(\rho_0R^2-\frac{3bR^4}{14}\right).
\]

**Solution.** From (e), \(R^2M_2-M_4=\frac{2}{15}\rho_0R^5-\frac{2}{35}bR^7\), and the prefactor in (c) gives the first formula. For the second, (b) gives

\[
E=4\pi Z\left[\rho_0R^2\left(\tfrac12-\tfrac12+\tfrac1{10}\right)-bR^4\left(\tfrac14-\tfrac3{10}+\tfrac1{14}\right)\right],
\]

where the brackets equal \(\frac1{10}\) and \(\frac3{140}\).

Take \(Z=5\), \(R=1\), \(\rho_0=10\), \(b=7\). These values are chosen for easy arithmetic and are not physical: in atomic units \(R=1\) is one bohr, far larger than any nucleus. The density falls from 10 at the centre to 3 at the surface. Then \(\rho_{\rm eff}=7\), \(dE/dR=28\pi\) and \(E=17\pi\).

These numbers expose a likely slip: carrying \(E=\frac{2\pi Z}{5}R^2\rho_{\rm eff}\) over from the constant density. That would give \(14\pi\). The effective density belongs to the derivative and itself varies with \(R\).

The proof substitutes (e) into (c) and (b).

```lean
/-- For the density `ρ0 - b r²` the effective density is `ρ0 - 3 b R² / 7`, and the energy shift
is `(2 π Z / 5) (ρ0 R² - 3 b R⁴ / 14)`. -/
theorem parabolic_density (Z ρ0 b : ℝ) {R : ℝ} (hR : 0 < R) :
    effDensity (fun r => ρ0 - b * r ^ 2) R = ρ0 - 3 * b * R ^ 2 / 7 ∧
    energyShift Z (fun r => ρ0 - b * r ^ 2) R =
      2 * π * Z / 5 * (ρ0 * R ^ 2 - 3 * b * R ^ 4 / 14) := by
  have hc : Continuous (fun r : ℝ => ρ0 - b * r ^ 2) := by fun_prop
  constructor
  · rw [effDensity_eq_moments hc, radialMoment_parabolic, radialMoment_parabolic]
    norm_num
    field_simp
    ring
  · rw [energyShift_eq_moments hc Z hR.ne', radialMoment_parabolic, radialMoment_parabolic,
      radialMoment_parabolic]
    norm_num
    field_simp
    ring
```

## (g) Comparing two densities

**Task.** Let \(\rho\) and \(\sigma\) be continuous, with \(\rho\le\sigma\) on \([0,R]\) and \(R>0\). Show that \(\rho_{\rm eff}\le\sigma_{\rm eff}\).

**Solution.** The weight \(r^2(R^2-r^2)\) is non-negative on \([0,R]\), so the inequality survives multiplication and integration. The latter step is `intervalIntegral.integral_mono_on`.

```lean
/-- A density that is nowhere smaller inside the nucleus has an effective density that is
not smaller. -/
theorem effDensity_mono {ρ σ : ℝ → ℝ} (hρ : Continuous ρ) (hσ : Continuous σ) {R : ℝ}
    (hR : 0 < R) (h : ∀ r ∈ Set.Icc 0 R, ρ r ≤ σ r) : effDensity ρ R ≤ effDensity σ R := by
  unfold effDensity
  refine mul_le_mul_of_nonneg_left ?_ (by positivity)
  refine intervalIntegral.integral_mono_on hR.le
    (Continuous.intervalIntegrable (by fun_prop) _ _)
    (Continuous.intervalIntegrable (by fun_prop) _ _) (fun r hr => ?_)
  exact mul_le_mul_of_nonneg_left (h r hr)
    (mul_nonneg (sq_nonneg r) (sub_nonneg.2 (pow_le_pow_left₀ hr.1 hr.2 2)))
```

## (h) Bounds on the effective density

**Task.** If \(m\le\rho(r)\le M\) on \([0,R]\), with \(R>0\), show that \(m\le\rho_{\rm eff}(R)\le M\).

**Solution.** By (f) with \(b=0\), a constant density is its own effective density. Compare \(\rho\) with the constants \(m\) and \(M\) using (g). In Lean they appear as `m - 0 * r ^ 2` and `M - 0 * r ^ 2`, so that (f) applies directly.

```lean
/-- The effective density lies between any lower and upper bound of the density inside the
nucleus. -/
theorem effDensity_mem_Icc {ρ : ℝ → ℝ} (hρ : Continuous ρ) {R m M : ℝ} (hR : 0 < R)
    (h : ∀ r ∈ Set.Icc 0 R, ρ r ∈ Set.Icc m M) : effDensity ρ R ∈ Set.Icc m M := by
  -- compare with the two constant densities
  have h1 := effDensity_mono (ρ := fun r => m - 0 * r ^ 2) (by fun_prop) hρ hR
    (fun r hr => by simpa using (h r hr).1)
  have h2 := effDensity_mono (σ := fun r => M - 0 * r ^ 2) hρ (by fun_prop) hR
    (fun r hr => by simpa using (h r hr).2)
  rw [(parabolic_density 0 m 0 hR).1] at h1
  rw [(parabolic_density 0 M 0 hR).1] at h2
  constructor <;> linarith
```

## (i) The small-nucleus limit

**Task.** Show that \(\rho_{\rm eff}(R)\to\rho(0)\) as \(R\to0^+\).

**Solution.** Given \(\varepsilon>0\), continuity provides \(\delta>0\) such that \(|\rho(r)-\rho(0)|<\varepsilon/2\) for \(0\le r<\delta\). If \(0<R<\delta\), (h) puts \(\rho_{\rm eff}(R)\) within \(\varepsilon/2\) of \(\rho(0)\), hence strictly within \(\varepsilon\).

The filter `𝓝[>] 0` expresses the approach from positive radii, and `hb` is the application of (h).

```lean
/-- As the nuclear radius shrinks to zero, the effective density tends to the contact density
`ρ 0`. -/
theorem tendsto_effDensity {ρ : ℝ → ℝ} (hρ : Continuous ρ) :
    Filter.Tendsto (effDensity ρ) (𝓝[>] 0) (𝓝 (ρ 0)) := by
  rw [Metric.tendsto_nhdsWithin_nhds]
  intro ε hε
  obtain ⟨δ, hδ, hclose⟩ := Metric.continuousAt_iff.1 (hρ.continuousAt (x := 0)) (ε / 2)
    (half_pos hε)
  refine ⟨δ, hδ, fun {R} hR hRδ => ?_⟩
  have hR0 : 0 < R := hR
  rw [Real.dist_eq, sub_zero, abs_of_pos hR0] at hRδ
  -- inside a small nucleus the density is within `ε / 2` of its contact value
  have hb := effDensity_mem_Icc hρ (m := ρ 0 - ε / 2) (M := ρ 0 + ε / 2) hR0 (fun r hr => by
    have hd : dist r 0 < δ := by
      rw [Real.dist_eq, sub_zero, abs_of_nonneg hr.1]
      exact lt_of_le_of_lt hr.2 hRδ
    have hv := hclose hd
    rw [Real.dist_eq, abs_lt] at hv
    constructor <;> linarith [hv.1, hv.2])
  rw [Real.dist_eq, abs_lt]
  constructor <;> linarith [hb.1, hb.2]

end

end FiniteNucleusShift
```

```lean
#print axioms FiniteNucleusShift.hasDerivAt_energyShift
#print axioms FiniteNucleusShift.tendsto_effDensity
```

```
'FiniteNucleusShift.hasDerivAt_energyShift' depends on axioms: [propext, Classical.choice, Quot.sound]
'FiniteNucleusShift.tendsto_effDensity' depends on axioms: [propext, Classical.choice, Quot.sound]
```
